# Precession of a Bloch vector from the Riccati equation for its stereographic coordinate

The theorem `bloch_precession` says that a Bloch vector n, a point of the unit sphere, precesses about a real, possibly time-dependent field B according to n′ = B × n, provided its stereographic coordinate z = (nx + i ny)/(1 + nz) obeys the Riccati equation i z′ = (Bx + i By)/2 − Bz z − (Bx − i By) z²/2. Here B is measured in units of angular frequency. Both equations are taken at a single time t, and no continuity of B is assumed. Since z is a finite complex number, the point n = (0, 0, −1), where 1 + nz vanishes, is not covered. The proof splits the Riccati equation into real and imaginary parts, derives from them the derivative of |z|², and then applies the quotient rule to each component of n.

As first written in Lean, the proof fails:

```lean
import Mathlib

open Matrix Complex
open scoped ComplexConjugate

namespace BlochPrecession

noncomputable section

/-- The complex function `z` obeys `i z' = (Bx + i By)/2 - Bz z - (Bx - i By) z²/2` at time `t`,
written as an equation for `z'`. -/
def SolvesRiccati (B : ℝ → Fin 3 → ℝ) (z : ℝ → ℂ) (t : ℝ) : Prop :=
  HasDerivAt z (-I * ((B t 0 + I * B t 1) / 2 - B t 2 * z t
    - (B t 0 - I * B t 1) / 2 * z t ^ 2)) t

/-- The point of the unit sphere with stereographic coordinate `z`. -/
def bloch (z : ℂ) : Fin 3 → ℝ :=
  ![2 * z.re / (1 + normSq z), 2 * z.im / (1 + normSq z), (1 - normSq z) / (1 + normSq z)]

/-- If `z` solves the Riccati equation, the corresponding point `n` of the unit sphere
precesses about the field: `n' = B × n`. -/
theorem bloch_precession {B : ℝ → Fin 3 → ℝ} {z : ℝ → ℂ} {t : ℝ}
    (hz : SolvesRiccati B z t) :
    HasDerivAt (fun s => bloch (z s)) (B t ⨯₃ bloch (z t)) t := by
  unfold SolvesRiccati at hz
  -- real and imaginary parts of the Riccati equation
  have hx : HasDerivAt (fun s => (z s).re)
      (B t 1 / 2 - B t 2 * (z t).im - (B t 0 * (2 * (z t).re * (z t).im)
        - B t 1 * ((z t).re ^ 2 - (z t).im ^ 2)) / 2) t :=
    (reCLM.hasFDerivAt.comp_hasDerivAt t hz).congr_deriv (by simp [pow_two]; ring)
  have hy : HasDerivAt (fun s => (z s).im)
      (-(B t 0 / 2 - B t 2 * (z t).re - (B t 0 * ((z t).re ^ 2 - (z t).im ^ 2)
        + B t 1 * (2 * (z t).re * (z t).im)) / 2)) t :=
    (imCLM.hasFDerivAt.comp_hasDerivAt t hz).congr_deriv (by simp [pow_two]; ring)
  have hN : HasDerivAt (fun s => normSq (z s)) _ t := by
    simp only [normSq_apply]
    exact (hx.fun_mul hx).fun_add (hy.fun_mul hy)
  have hne : 1 + normSq (z t) ≠ 0 := by linarith [normSq_nonneg (z t)]
  -- quotient rule for each component
  refine hasDerivAt_pi.2 fun k => ?_
  fin_cases k
  · refine ((hx.const_mul 2).fun_div (hN.const_add 1) hne).congr_deriv ?_
    simp [cross_apply, bloch]
    field_simp
    simp only [normSq_apply]
    ring
  · refine ((hy.const_mul 2).fun_div (hN.const_add 1) hne).congr_deriv ?_
    simp [cross_apply, bloch]
    field_simp
    simp only [normSq_apply]
    ring
  · refine ((hN.const_sub 1).fun_div (hN.const_add 1) hne).congr_deriv ?_
    simp [cross_apply, bloch]
    field_simp
    simp only [normSq_apply]
    ring

end

end BlochPrecession
```

Lean reports:

```
Main.lean:35:47: error: don't know how to synthesize placeholder for argument `f'`
context:
B : ℝ → Fin 3 → ℝ
z : ℝ → ℂ
t : ℝ
hz : HasDerivAt z (-I * ((↑(B t 0) + I * ↑(B t 1)) / 2 - ↑(B t 2) * z t - (↑(B t 0) - I * ↑(B t 1)) / 2 * z t ^ 2)) t
hx :
  HasDerivAt (fun s => (z s).re)
    (B t 1 / 2 - B t 2 * (z t).im - (B t 0 * (2 * (z t).re * (z t).im) - B t 1 * ((z t).re ^ 2 - (z t).im ^ 2)) / 2) t
hy :
  HasDerivAt (fun s => (z s).im)
    (-(B t 0 / 2 - B t 2 * (z t).re - (B t 0 * ((z t).re ^ 2 - (z t).im ^ 2) + B t 1 * (2 * (z t).re * (z t).im)) / 2))
    t
⊢ ℝ
Main.lean:24:64: error: unsolved goals
B : ℝ → Fin 3 → ℝ
z : ℝ → ℂ
t : ℝ
hz : HasDerivAt z (-I * ((↑(B t 0) + I * ↑(B t 1)) / 2 - ↑(B t 2) * z t - (↑(B t 0) - I * ↑(B t 1)) / 2 * z t ^ 2)) t
hx :
  HasDerivAt (fun s => (z s).re)
    (B t 1 / 2 - B t 2 * (z t).im - (B t 0 * (2 * (z t).re * (z t).im) - B t 1 * ((z t).re ^ 2 - (z t).im ^ 2)) / 2) t
hy :
  HasDerivAt (fun s => (z s).im)
    (-(B t 0 / 2 - B t 2 * (z t).re - (B t 0 * ((z t).re ^ 2 - (z t).im ^ 2) + B t 1 * (2 * (z t).re * (z t).im)) / 2))
    t
⊢ HasDerivAt (fun s => bloch (z s)) ((crossProduct (B t)) (bloch (z t))) t
```

This version goes through:

```diff
@@ -33,7 +33,8 @@
         + B t 1 * (2 * (z t).re * (z t).im)) / 2)) t :=
     (imCLM.hasFDerivAt.comp_hasDerivAt t hz).congr_deriv (by simp [pow_two]; ring)
-  have hN : HasDerivAt (fun s => normSq (z s)) _ t := by
+  have hN : HasDerivAt (fun s => normSq (z s))
+      ((1 + normSq (z t)) * (B t 1 * (z t).re - B t 0 * (z t).im)) t := by
     simp only [normSq_apply]
-    exact (hx.fun_mul hx).fun_add (hy.fun_mul hy)
+    exact ((hx.fun_mul hx).fun_add (hy.fun_mul hy)).congr_deriv (by ring)
   have hne : 1 + normSq (z t) ≠ 0 := by linarith [normSq_nonneg (z t)]
   -- quotient rule for each component
```

What went wrong. The first message concerns the `_` in the statement of `hN`, which stands for the derivative of |z|². The attempt expects the proof to supply this value through the product rule. But that proof is a `by` block, and Lean needs the statement to be complete before it runs the block. Nothing else determines the `_`, so Lean reports that it cannot synthesize `f'`.

The second message is a consequence: the main proof stops at `hN`, and the theorem's goal is left open.

The repair writes the derivative out as (1 + |z|²)(By Re z − Bx Im z), which removes the placeholder. The product rule gives the same value in a different form, so the old `exact` term would no longer match as written. `congr_deriv` therefore asks for a proof that the two expressions are equal, and `ring` provides it, `normSq` having already been expanded by `simp only [normSq_apply]`. The error itself requires only that the derivative be stated explicitly, not that it be in this factored form.
